# Six equal charges on an octahedron: a centre with zero gradient and zero Hessian that is not an extremum

Let $e_0,e_1,e_2$ be the standard basis of $\mathbb R^3$, and fix a unit charge at each of the six points $\pm e_i$. In units where a unit charge has potential $1/r$,

$$V(x)=\sum_{i=0}^{2}\left(\frac1{\|x-e_i\|}+\frac1{\|x+e_i\|}\right),\qquad V(0)=6 .$$

The gradient of $V$ vanishes at the origin, and so does the Hessian, taken here as the Fréchet derivative of the map $x\mapsto\nabla V(x)$. Nevertheless

$$V(t,0,0)>V(0)\quad(0<|t|<1),\qquad V(t,t,t)<V(0)\quad(t\neq0),$$

so the origin is neither a local minimum nor a local maximum. A test charge of either sign, moving in the potential of these six fixed charges, can lower its energy by leaving the centre. Earnshaw's theorem says generally that an electrostatic potential has no strict local minimum or maximum in a charge-free region; the result here concerns this one arrangement.

## A finite-difference Hessian that reports a minimum

Stationary points are often classified by the signs of the Hessian eigenvalues. Here all three are zero, so the exact Hessian decides nothing, and a numerical one can mislead. Take the central difference with step $0<\delta<1$:

$$D_i=\frac{V(\delta e_i)-2V(0)+V(-\delta e_i)}{\delta^2}.$$

The axis inequality makes $D_0$ strictly positive, and $D_1,D_2$ equal it by symmetry. The central mixed differences, built from the four values $V(\pm\delta e_i\pm\delta e_j)$ with $i\ne j$, vanish by reflection. In exact arithmetic the computed matrix is therefore a positive multiple of the identity, and the centre looks like a minimum.

Taylor expansion gives $V(t,0,0)=6+\tfrac72t^4+\cdots$ and $V(t,t,t)=6-21t^4+\cdots$, so the spurious eigenvalue is about $7\delta^2$. In exact arithmetic it tends to zero as the step is reduced, whereas for a nonzero curvature the difference quotient tends to that curvature. At $\delta=10^{-4}$ the energy change along an axis is about $3.5\times10^{-16}$, less than the spacing of double-precision numbers near 6. A more reliable check samples the energy along $(1,1,1)$ as well, at a displacement large enough to resolve the quartic term.

## From one charge to the octahedron

**Gradient.** For a charge at $a$, put $r=\|x-a\|$. A displacement $h$ changes $r^2$ by $2\langle x-a,h\rangle$ to first order, hence $r$ by $\langle x-a,h\rangle/r$ and $1/r$ by $-\langle x-a,h\rangle/r^3$. The gradient of the potential is thus $-F_a(x)$, where $F_a(x)=(x-a)/r^3$ is the field. Summing over the charges gives $\nabla V=-F$ away from them, with $F$ the total field. At the origin the fields of the charges at $e_i$ and $-e_i$ cancel, so $\nabla V(0)=0$.

**Hessian.** Write $F_a=\varphi^3(x-a)$ with $\varphi=1/r$. At $x=0$ with $\|a\|=1$ we have $\varphi=1$ and $d\varphi(h)=\langle a,h\rangle$, so the product rule gives

$$dF_a(h)=3\langle a,h\rangle(-a)+h=h-3\langle a,h\rangle a .$$

The charge at $-a$ contributes the same. Over all six charges,

$$dF(h)=6h-6\sum_{i=0}^{2}\langle e_i,h\rangle e_i=6h-6h=0 .$$

Since $\nabla V=-F$ throughout the open unit ball, the derivative of $\nabla V$ at the origin is zero.

**Axis.** Let $0<|t|<1$ and $s=\sqrt{1+t^2}$. Then

$$V(t,0,0)=\frac1{1-t}+\frac1{1+t}+\frac4s,\qquad \frac1{1-t}+\frac1{1+t}=2+2t^2+\frac{2t^4}{1-t^2}.$$

From $(s-1)^2/s\ge0$ we get $1/s\ge2-s$. From $(s-1)^2\ge0$ we get $2s\le1+s^2=2+t^2$, so $s\le1+t^2/2$. Hence $4/s\ge4-2t^2$, and

$$V(t,0,0)\ge6+\frac{2t^4}{1-t^2}>6 .$$

**Diagonal.** Let $t\ne0$. Three charges lie at distance $u$ from $(t,t,t)$ and three at distance $v$, where $u^2=1-2t+3t^2$ and $v^2=1+2t+3t^2$. Both are positive, since $3u^2=(3t-1)^2+2$ and $3v^2=(3t+1)^2+2$. Then

$$(uv)^2=(1+3t^2)^2-4t^2=1+2t^2+9t^4 .$$

Using $2uv\le1+(uv)^2$,

$$(u+v)^2=2+6t^2+2uv\le4+8t^2+9t^4<4+8t^2+36t^4=(2uv)^2 .$$

So $u+v<2uv$, which is $1/u+1/v<2$, and $V(t,t,t)=3(1/u+1/v)<6$.

**No extremum.** Every neighbourhood of the origin contains points $(t,0,0)$ and $(t,t,t)$ with $0<t<1$. The first kind excludes a local maximum, the second a local minimum.

## Lean source for the octahedral potential

```lean
import Mathlib

open Filter Topology

noncomputable section

namespace OctahedralEquilibrium

/-- Physical space. -/
abbrev E3 := EuclideanSpace ℝ (Fin 3)

/-- The unit vector along the `i`-th axis, a vertex of the octahedron. -/
def vertex (i : Fin 3) : E3 := EuclideanSpace.single i 1

/-- Coulomb potential at `x` of a unit charge at `a`. -/
def pointPotential (a x : E3) : ℝ := ‖x - a‖⁻¹

/-- Electric field at `x` of a unit charge at `a`. -/
def pointField (a x : E3) : E3 := (‖x - a‖⁻¹) ^ 3 • (x - a)

/-- Potential of six unit charges at the vertices of the octahedron. -/
def octaPotential (x : E3) : ℝ :=
  ∑ i, (pointPotential (vertex i) x + pointPotential (-vertex i) x)

/-- Electric field of the six charges. -/
def octaField (x : E3) : E3 :=
  ∑ i, (pointField (vertex i) x + pointField (-vertex i) x)

lemma norm_vertex (i : Fin 3) : ‖vertex i‖ = 1 := by simp [vertex]

/-- Away from a point charge, the gradient of its potential is minus its electric field. -/
theorem hasGradientAt_pointPotential {a x : E3} (hx : x ≠ a) :
    HasGradientAt (pointPotential a) (-pointField a x) x := by
  have hn : ‖x - a‖ ≠ 0 := norm_ne_zero_iff.mpr (sub_ne_zero.mpr hx)
  -- differentiate the distance as the square root of its square
  have hsq := ((hasFDerivAt_id x).sub_const a).norm_sq
  have hs := hsq.sqrt (pow_ne_zero 2 hn)
  simp only [Real.sqrt_sq (norm_nonneg _)] at hs
  have hi := (hasDerivAt_inv hn).comp_hasFDerivAt x hs
  rw [hasGradientAt_iff_hasFDerivAt]
  refine HasFDerivAt.congr_fderiv (f := pointPotential a) hi ?_
  refine ContinuousLinearMap.ext fun v => ?_
  simp [pointField]
  field_simp

/-- Away from the six charges, the gradient of the potential is minus the electric field. -/
theorem hasGradientAt_octaPotential {x : E3}
    (hx : ∀ i, x ≠ vertex i ∧ x ≠ -vertex i) :
    HasGradientAt octaPotential (-octaField x) x := by
  have h := HasFDerivAt.fun_sum (u := Finset.univ) fun i _ =>
    (hasGradientAt_pointPotential (hx i).1).hasFDerivAt.fun_add
      (hasGradientAt_pointPotential (hx i).2).hasFDerivAt
  rw [hasGradientAt_iff_hasFDerivAt]
  refine HasFDerivAt.congr_fderiv (f := octaPotential) h ?_
  simp only [octaField, ← Finset.sum_neg_distrib, neg_add, map_sum, map_add]

/-- For a unit charge at a point `a` with `‖a‖ = 1`, the derivative of the field at the origin sends
a displacement `h` to `h - 3 ⟨a, h⟩ a`. -/
theorem hasFDerivAt_pointField {a : E3} (ha : ‖a‖ = 1) :
    HasFDerivAt (pointField a)
      (ContinuousLinearMap.id ℝ E3 - (3 : ℝ) • (innerSL ℝ a).smulRight a) 0 := by
  have h0 : (0 : E3) ≠ a := by
    intro h
    rw [← h, norm_zero] at ha
    exact zero_ne_one ha
  have hc := (hasGradientAt_pointPotential h0).hasFDerivAt
  have hp := (hasDerivAt_pow 3 (pointPotential a 0)).comp_hasFDerivAt (0 : E3) hc
  have h := hp.smul ((hasFDerivAt_id (0 : E3)).sub_const a)
  refine HasFDerivAt.congr_fderiv (f := pointField a) h ?_
  refine ContinuousLinearMap.ext fun v => ?_
  simp [pointField, pointPotential, ha]
  module

/-- The electric field of the octahedron has zero derivative at the centre. -/
theorem hasFDerivAt_octaField : HasFDerivAt octaField (0 : E3 →L[ℝ] E3) 0 := by
  have h := HasFDerivAt.fun_sum (u := Finset.univ) fun i _ =>
    (hasFDerivAt_pointField (norm_vertex i)).fun_add
      (hasFDerivAt_pointField (a := -vertex i) (by rw [norm_neg, norm_vertex]))
  refine HasFDerivAt.congr_fderiv (f := octaField) h ?_
  refine ContinuousLinearMap.ext fun v => ?_
  -- the three axes together resolve the identity, so the sum is 6 v - 6 v
  ext j
  fin_cases j <;>
    simp [vertex, Fin.sum_univ_three, EuclideanSpace.inner_single_left] <;> ring

lemma octaPotential_zero : octaPotential 0 = 6 := by
  simp [octaPotential, pointPotential, norm_vertex]
  norm_num

/-- The potential of the six charges in Cartesian coordinates. -/
theorem octaPotential_coord (x y z : ℝ) : octaPotential !₂[x, y, z] =
    ((√((x - 1) ^ 2 + y ^ 2 + z ^ 2))⁻¹ + (√((x + 1) ^ 2 + y ^ 2 + z ^ 2))⁻¹) +
    ((√(x ^ 2 + (y - 1) ^ 2 + z ^ 2))⁻¹ + (√(x ^ 2 + (y + 1) ^ 2 + z ^ 2))⁻¹) +
    ((√(x ^ 2 + y ^ 2 + (z - 1) ^ 2))⁻¹ + (√(x ^ 2 + y ^ 2 + (z + 1) ^ 2))⁻¹) := by
  have n (a b c : ℝ) : ‖(!₂[a, b, c] : E3)‖ = √(a ^ 2 + b ^ 2 + c ^ 2) := by
    simp [EuclideanSpace.norm_eq, Fin.sum_univ_three]
  have a0 : !₂[x, y, z] - vertex 0 = !₂[x - 1, y, z] := by
    ext i; fin_cases i <;> simp [vertex]
  have b0 : !₂[x, y, z] - -vertex 0 = !₂[x + 1, y, z] := by
    ext i; fin_cases i <;> simp [vertex]
  have a1 : !₂[x, y, z] - vertex 1 = !₂[x, y - 1, z] := by
    ext i; fin_cases i <;> simp [vertex]
  have b1 : !₂[x, y, z] - -vertex 1 = !₂[x, y + 1, z] := by
    ext i; fin_cases i <;> simp [vertex]
  have a2 : !₂[x, y, z] - vertex 2 = !₂[x, y, z - 1] := by
    ext i; fin_cases i <;> simp [vertex]
  have b2 : !₂[x, y, z] - -vertex 2 = !₂[x, y, z + 1] := by
    ext i; fin_cases i <;> simp [vertex]
  simp only [octaPotential, pointPotential, Fin.sum_univ_three, a0, b0, a1, b1, a2, b2, n]

/-- On the first coordinate axis, the potential at every point between the two charges there, other
than the centre, exceeds its value at the centre. -/
theorem axis_gt {t : ℝ} (ht : t ≠ 0) (h1 : |t| < 1) :
    octaPotential 0 < octaPotential !₂[t, 0, 0] := by
  obtain ⟨hl, hr⟩ := abs_lt.mp h1
  have hm : 0 < 1 - t := by linarith
  have hp : 0 < 1 + t := by linarith
  rw [octaPotential_zero, octaPotential_coord,
    show (t - 1) ^ 2 + 0 ^ 2 + 0 ^ 2 = (1 - t) ^ 2 by ring,
    show (t + 1) ^ 2 + 0 ^ 2 + 0 ^ 2 = (1 + t) ^ 2 by ring,
    show t ^ 2 + (0 - 1) ^ 2 + 0 ^ 2 = 1 + t ^ 2 by ring,
    show t ^ 2 + (0 + 1) ^ 2 + 0 ^ 2 = 1 + t ^ 2 by ring,
    show t ^ 2 + 0 ^ 2 + (0 - 1) ^ 2 = 1 + t ^ 2 by ring,
    show t ^ 2 + 0 ^ 2 + (0 + 1) ^ 2 = 1 + t ^ 2 by ring,
    Real.sqrt_sq hm.le, Real.sqrt_sq hp.le]
  -- the two charges on the axis
  have e : (1 - t)⁻¹ + (1 + t)⁻¹ = 2 + 2 * t ^ 2 + 2 * t ^ 4 / ((1 - t) * (1 + t)) := by
    have := hm.ne'
    have := hp.ne'
    field_simp
    ring
  have e' : 0 < 2 * t ^ 4 / ((1 - t) * (1 + t)) := div_pos (by positivity) (mul_pos hm hp)
  -- the four charges beside the axis
  have hs : 0 < √(1 + t ^ 2) := Real.sqrt_pos.mpr (by positivity)
  have hs2 : √(1 + t ^ 2) ^ 2 = 1 + t ^ 2 := Real.sq_sqrt (by positivity)
  have hrs : (√(1 + t ^ 2))⁻¹ * √(1 + t ^ 2) = 1 := inv_mul_cancel₀ hs.ne'
  have hr0 : 0 < (√(1 + t ^ 2))⁻¹ := inv_pos.mpr hs
  generalize √(1 + t ^ 2) = s at *
  have k : s⁻¹ * (s - 1) ^ 2 = s⁻¹ + s - 2 := by linear_combination (s - 2) * hrs
  have k' : 0 ≤ s⁻¹ * (s - 1) ^ 2 := mul_nonneg hr0.le (sq_nonneg _)
  have k2 : s ≤ 1 + t ^ 2 / 2 := by nlinarith [sq_nonneg (s - 1)]
  linarith

/-- On the line of points `(t, t, t)`, the potential at every point other than the centre is below
its value at the centre. -/
theorem diagonal_lt {t : ℝ} (ht : t ≠ 0) :
    octaPotential !₂[t, t, t] < octaPotential 0 := by
  have pu : 0 < 1 - 2 * t + 3 * t ^ 2 := by nlinarith [sq_nonneg (3 * t - 1)]
  have pv : 0 < 1 + 2 * t + 3 * t ^ 2 := by nlinarith [sq_nonneg (3 * t + 1)]
  rw [octaPotential_zero, octaPotential_coord,
    show (t - 1) ^ 2 + t ^ 2 + t ^ 2 = 1 - 2 * t + 3 * t ^ 2 by ring,
    show (t + 1) ^ 2 + t ^ 2 + t ^ 2 = 1 + 2 * t + 3 * t ^ 2 by ring,
    show t ^ 2 + (t - 1) ^ 2 + t ^ 2 = 1 - 2 * t + 3 * t ^ 2 by ring,
    show t ^ 2 + (t + 1) ^ 2 + t ^ 2 = 1 + 2 * t + 3 * t ^ 2 by ring,
    show t ^ 2 + t ^ 2 + (t - 1) ^ 2 = 1 - 2 * t + 3 * t ^ 2 by ring,
    show t ^ 2 + t ^ 2 + (t + 1) ^ 2 = 1 + 2 * t + 3 * t ^ 2 by ring]
  have hu := Real.sqrt_pos.mpr pu
  have hv := Real.sqrt_pos.mpr pv
  have hu2 := Real.sq_sqrt pu.le
  have hv2 := Real.sq_sqrt pv.le
  generalize √(1 - 2 * t + 3 * t ^ 2) = u at *
  generalize √(1 + 2 * t + 3 * t ^ 2) = v at *
  have hw : (u * v) ^ 2 = 1 + 2 * t ^ 2 + 9 * t ^ 4 := by
    rw [mul_pow, hu2, hv2]; ring
  have t4 : 0 < t ^ 4 := by positivity
  -- compare the squares of u + v and 2 u v
  have hsq : (u + v) ^ 2 < (2 * (u * v)) ^ 2 := by
    nlinarith [sq_nonneg (u * v - 1)]
  have hlt : u + v < 2 * (u * v) := lt_of_pow_lt_pow_left₀ 2 (by positivity) hsq
  have e : u⁻¹ + v⁻¹ = (u + v) / (u * v) := by
    field_simp
    ring
  have hfin : u⁻¹ + v⁻¹ < 2 := by
    rw [e, div_lt_iff₀ (mul_pos hu hv)]
    exact hlt
  linarith

/-- At the centre of the octahedron the potential has zero gradient and zero Hessian; it is higher
at the points `(t, 0, 0)` with `0 < |t| < 1` and lower at the points `(t, t, t)` with `t ≠ 0`. -/
theorem degenerate_equilibrium :
    HasGradientAt octaPotential 0 0 ∧
    HasFDerivAt (gradient octaPotential) (0 : E3 →L[ℝ] E3) 0 ∧
    (∀ t : ℝ, t ≠ 0 → |t| < 1 → octaPotential 0 < octaPotential !₂[t, 0, 0]) ∧
    (∀ t : ℝ, t ≠ 0 → octaPotential !₂[t, t, t] < octaPotential 0) := by
  -- no charge lies inside the unit ball
  have off : ∀ x : E3, ‖x‖ < 1 → ∀ i, x ≠ vertex i ∧ x ≠ -vertex i := by
    intro x hx i
    constructor
    · intro h
      rw [h, norm_vertex] at hx
      exact lt_irrefl _ hx
    · intro h
      rw [h, norm_neg, norm_vertex] at hx
      exact lt_irrefl _ hx
  have f0 : octaField 0 = 0 := by simp [octaField, pointField, norm_vertex]
  refine ⟨?_, ?_, fun t ht h1 => axis_gt ht h1, fun t ht => diagonal_lt ht⟩
  · have h := hasGradientAt_octaPotential (off 0 (by simp))
    rwa [f0, neg_zero] at h
  · have hF : HasFDerivAt (fun x => -octaField x) (0 : E3 →L[ℝ] E3) 0 := by
      simpa using hasFDerivAt_octaField.fun_neg
    refine hF.congr_of_eventuallyEq ?_
    filter_upwards [Metric.ball_mem_nhds (0 : E3) one_pos] with x hx
    exact (hasGradientAt_octaPotential (off x (by simpa using hx))).gradient

/-- Whatever holds near the centre holds at some point `t u` with `0 < t < 1`. -/
lemma exists_on_ray (u : E3) {P : E3 → Prop} (h : ∀ᶠ x in 𝓝 (0 : E3), P x) :
    ∃ t : ℝ, 0 < t ∧ t < 1 ∧ P (t • u) := by
  have hc : Continuous fun t : ℝ => t • u := by fun_prop
  have ht : Tendsto (fun t : ℝ => t • u) (𝓝 0) (𝓝 0) := by simpa using hc.tendsto 0
  obtain ⟨ε, hε, H⟩ := Metric.eventually_nhds_iff.mp (ht.eventually h)
  have hpos : 0 < min (ε / 2) (1 / 2) := lt_min (by linarith) (by norm_num)
  refine ⟨min (ε / 2) (1 / 2), hpos, ?_, H ?_⟩
  · linarith [min_le_right (ε / 2) (1 / 2 : ℝ)]
  · rw [Real.dist_eq, sub_zero, abs_of_pos hpos]
    linarith [min_le_left (ε / 2) (1 / 2 : ℝ)]

/-- The centre of the octahedron is neither a local minimum nor a local maximum of the
potential. -/
theorem not_local_extremum :
    ¬ IsLocalMin octaPotential 0 ∧ ¬ IsLocalMax octaPotential 0 := by
  constructor
  · intro h
    obtain ⟨t, h0, _, hP⟩ := exists_on_ray !₂[1, 1, 1] h
    have e : t • (!₂[1, 1, 1] : E3) = !₂[t, t, t] := by
      ext i; fin_cases i <;> simp
    rw [e] at hP
    exact not_lt_of_ge hP (diagonal_lt h0.ne')
  · intro h
    obtain ⟨t, h0, h1, hP⟩ := exists_on_ray !₂[1, 0, 0] h
    have e : t • (!₂[1, 0, 0] : E3) = !₂[t, 0, 0] := by
      ext i; fin_cases i <;> simp
    rw [e] at hP
    exact not_lt_of_ge hP (axis_gt h0.ne' (by rwa [abs_of_pos h0]))

end OctahedralEquilibrium
```

```lean
#print axioms OctahedralEquilibrium.degenerate_equilibrium
#print axioms OctahedralEquilibrium.not_local_extremum
```

```
'OctahedralEquilibrium.degenerate_equilibrium' depends on axioms: [propext, Classical.choice, Quot.sound]
'OctahedralEquilibrium.not_local_extremum' depends on axioms: [propext, Classical.choice, Quot.sound]
```

## What the theorems say, and how they are proved

`E3` is Euclidean three-space, `vertex i` is $e_i$, and `octaPotential` and `octaField` are $V$ and $F$. The notation `!₂[x, y, z]` is a point in Cartesian coordinates.

The theorem `degenerate_equilibrium` has four parts. `HasGradientAt octaPotential 0 0` says that $V$ is differentiable at the origin with gradient zero. The next part says that `gradient octaPotential` has the zero linear map as its derivative there. The last two are the axis and diagonal inequalities, with their ranges of $t$. The theorem `not_local_extremum` denies both `IsLocalMin` and `IsLocalMax` at the origin.

The field is defined independently of the potential, and `hasGradientAt_pointPotential` proves the relation between them by differentiating the distance as the square root of its square. `hasGradientAt_octaPotential` sums this over the charges. `hasFDerivAt_pointField` is the product-rule step, with `module` collecting the vector terms. `hasFDerivAt_octaField` checks the cancellation $6h-6h$ one coordinate at a time.

For the inequalities, `octaPotential_coord` expands $V$ into six inverse square roots. In `axis_gt`, the equation `e` is the exact expression for the two charges on the axis, while `k`, `k'` and `k2` give the bound on $1/s$; `linarith` adds them up. In `diagonal_lt`, `hw` is the formula for $(uv)^2$, and `hsq` compares the squares, using $(uv-1)^2\ge0$ as a hint to `nlinarith`.

In the main theorem, `off` shows that no charge lies in the open unit ball. The gradient therefore equals $-F$ near the origin, and `congr_of_eventuallyEq` transfers the zero derivative from $-F$ to the gradient. Finally, `exists_on_ray` finds a point $tu$ with $0<t<1$ in any neighbourhood of the origin, which supplies the points that contradict an extremum.

The condition $|t|<1$ in the axis inequality keeps the point between the two charges. Beyond them the inequality can fail: at $t=2$,

$$V(2,0,0)=1+\tfrac13+\tfrac4{\sqrt5}\approx3.12<6 .$$

It also fails in Lean at $t=1$, where the potential is physically infinite but the inverse of zero is defined as zero. The condition $t\ne0$ is needed because both inequalities are strict.

The theorems cover six equal, fixed point charges in free space, in exact real arithmetic. They do not treat periodic images, Ewald sums, a neutralising background, screening, or charges that relax in response to the test charge. Nor do they bound the rounding or truncation error of a program that evaluates $V$; the quartic coefficients and step-size estimates above come from ordinary Taylor expansion.
